# For one spin 1/2 with H = −B S_z, Tr(S_z exp(−βH)) = sinh(βB/2), with spin in units of ħ

The theorem concerns a single spin 1/2 with the Zeeman Hamiltonian H = −B S_z, where S_z has eigenvalues ±1/2 in units of ħ. It states that the trace of S_z exp(−βH) equals sinh(βB/2), for any complex numbers β and B. The trace is not divided by the partition function Tr exp(−βH), so it is not yet the thermal average of S_z. The attempt first shows that S_z is a diagonal matrix, which reduces its matrix exponential to an exponential of the diagonal entries. It then writes the trace as a sum over spin up and spin down and compares that sum with the definition of sinh.

As first written in Lean, the proof fails:

```lean
import Mathlib

open Matrix

namespace ZeemanPolarization

noncomputable section

/-- Operators on a collection of spins 1/2 with sites `ι`, as matrices between
configurations that assign up (0) or down (1) to each site. -/
abbrev Op (ι : Type*) := Matrix (ι → Fin 2) (ι → Fin 2) ℂ

variable {ι : Type*} [Fintype ι] [DecidableEq ι]

/-- The tensor product of one single-spin operator per site. -/
def productOp (A : ι → Matrix (Fin 2) (Fin 2) ℂ) : Op ι :=
  Matrix.of fun s t => ∏ j, A j (s j) (t j)

/-- The spin-1/2 matrices: components 0, 1, 2 are x, y, z, in units of ħ. -/
def spin : Fin 3 → Matrix (Fin 2) (Fin 2) ℂ :=
  ![!![0, 1/2; 1/2, 0], !![0, -Complex.I/2; Complex.I/2, 0], !![1/2, 0; 0, -1/2]]

/-- The component `a` of the spin at site `k`, acting as the identity on all other sites. -/
def spinOp (k : ι) (a : Fin 3) : Op ι :=
  productOp fun j => if j = k then spin a else 1

/-- For a single spin with the Zeeman Hamiltonian `H = -B S_z`, the trace of
`S_z exp(-βH)` is `sinh(βB/2)`. -/
theorem zeeman_polarization (β B : ℂ) :
    trace (spinOp (0 : Fin 1) 2 * NormedSpace.exp (-β • (-B • spinOp (0 : Fin 1) 2)))
      = Complex.sinh (β * B / 2) := by
  have hd : spinOp (0 : Fin 1) 2
      = Matrix.diagonal fun s : Fin 1 → Fin 2 => spin 2 (s 0) (s 0) := by
    ext s t
    by_cases h : s = t
    · subst h
      simp [spinOp, productOp]
    · have h0 : s 0 ≠ t 0 := fun e => h (funext fun j => by rwa [Subsingleton.elim j 0])
      rw [Matrix.diagonal_apply_ne _ h]
      simp only [spinOp, productOp, Matrix.of_apply, Fin.prod_univ_one, if_true]
      revert h0
      generalize s 0 = p
      generalize t 0 = q
      fin_cases p <;> fin_cases q <;> simp [spin]
  rw [hd, smul_smul, ← Matrix.diagonal_smul, Matrix.exp_diagonal,
    Matrix.diagonal_mul_diagonal, Matrix.trace_diagonal,
    ← (Equiv.funUnique (Fin 1) (Fin 2)).symm.sum_comp]
  simp only [Pi.exp_apply, ← Complex.exp_eq_exp_ℂ, Fin.sum_univ_two]
  simp [spin, Complex.sinh]
  ring_nf

end

end ZeemanPolarization
```

The compiler's answer:

```
Main.lean:48:13: error(lean.unknownIdentifier): Unknown identifier `Pi.exp_apply`
Main.lean:31:36: error: unsolved goals
β B : ℂ
hd : spinOp 0 2 = diagonal fun s => spin 2 (s 0) (s 0)
⊢ NormedSpace.exp (β * B * (1 / 2)) * (1 / 2) + NormedSpace.exp (β * B * (-1 / 2)) * (-1 / 2) =
    Complex.exp (β * B * (1 / 2)) * (1 / 2) + Complex.exp (β * B * (-1 / 2)) * (-1 / 2)
Main.lean:48:27: warning: This simp argument is unused:
  ← Complex.exp_eq_exp_ℂ

Hint: Omit it from the simp argument list.
  [apply] simp only [Pi.exp_apply, Fin.sum_univ_two]

Note: Simp arguments with `←` have the additional effect of removing the other direction from the simp set, even if the simp argument itself is unused. If the hint above does not work, try replacing `←` with `-` to only get that effect and silence this warning.

Note: This linter can be disabled with `set_option linter.unusedSimpArgs false`
```

As a diff, the version that Lean accepts:

```diff
@@ -46,6 +46,7 @@
     Matrix.diagonal_mul_diagonal, Matrix.trace_diagonal,
     ← (Equiv.funUnique (Fin 1) (Fin 2)).symm.sum_comp]
-  simp only [Pi.exp_apply, ← Complex.exp_eq_exp_ℂ, Fin.sum_univ_two]
+  simp only [Fin.sum_univ_two]
   simp [spin, Complex.sinh]
+  rw [← Complex.exp_eq_exp_ℂ]
   ring_nf
 
```

The first error says that no lemma called `Pi.exp_apply` is known to Lean here. It was meant to evaluate the exponential of a function entry by entry.

The warning says that `← Complex.exp_eq_exp_ℂ` did nothing in the same `simp only`. That lemma turns `NormedSpace.exp` on ℂ into `Complex.exp`, but at that point the exponential was still being taken of a whole function on configurations, so the lemma did not match. The next `simp` does bring the exponential down to complex numbers, but nothing after it converts the result to `Complex.exp`. The unsolved goal therefore has the same terms on both sides, except for `NormedSpace.exp` on the left and `Complex.exp` on the right, which `ring_nf` does not identify.

The repair removes the unknown name and moves the conversion to a `rw` after that `simp`, where it matches. Both sides then use `Complex.exp`, and `ring_nf` closes the goal.
